# Two Hermitian matrices of the same finite size are unitarily equivalent exactly when their characteristic polynomials agree

Observables are Hermitian complex matrices whose rows and columns are labelled by a finite set $n$ of orthonormal basis states. The characteristic polynomial of $A$ is $\chi_A(X)=\det(X\mathbf 1-A)$, in Lean `A.charpoly`, and $U^\dagger$ is the conjugate transpose, written `Uᴴ`.

```lean
import Mathlib

open Matrix Polynomial

namespace SpectrumCompleteInvariant

variable {n : Type*} [Fintype n] [DecidableEq n]
```

Call $A$ and $B$ unitarily equivalent, $A\sim B$, if $B=U^\dagger AU$ for some unitary $U$: the same operator written in another orthonormal basis. The definition itself does not require Hermiticity.

```lean
/-- `B` is the matrix `A` written in another orthonormal basis: `B = Uᴴ A U` for a unitary `U`. -/
def UnitarilyEquivalent (A B : Matrix n n ℂ) : Prop :=
  ∃ U ∈ Matrix.unitaryGroup n ℂ, B = Uᴴ * A * U
```

## Changes of orthonormal basis

If $B=U^\dagger AU$, then $UBU^\dagger=(UU^\dagger)A(UU^\dagger)=A$. So $U^\dagger$, which is also unitary, leads back from $B$ to $A$.

```lean
/-- A change of orthonormal basis can be undone by another one. -/
theorem UnitarilyEquivalent.symm {A B : Matrix n n ℂ} (h : UnitarilyEquivalent A B) :
    UnitarilyEquivalent B A := by
  obtain ⟨U, hU, rfl⟩ := h
  have h1 : U * Uᴴ = 1 := Matrix.mem_unitaryGroup_iff.mp hU
  have h2 : Uᴴ * U = 1 := Matrix.mem_unitaryGroup_iff'.mp hU
  refine ⟨Uᴴ, Matrix.mem_unitaryGroup_iff.mpr ?_, ?_⟩
  · rw [Matrix.star_eq_conjTranspose, conjTranspose_conjTranspose]
    exact h2
  · rw [conjTranspose_conjTranspose]
    calc A = (U * Uᴴ) * A * (U * Uᴴ) := by rw [h1, Matrix.one_mul, Matrix.mul_one]
      _ = U * (Uᴴ * A * U) * Uᴴ := by simp only [Matrix.mul_assoc]
```

If also $C=V^\dagger BV$, then $C=V^\dagger U^\dagger AUV=(UV)^\dagger A(UV)$, and $UV$ is unitary.

```lean
/-- Two successive changes of orthonormal basis amount to a single one. -/
theorem UnitarilyEquivalent.trans {A B C : Matrix n n ℂ} (h : UnitarilyEquivalent A B)
    (h' : UnitarilyEquivalent B C) : UnitarilyEquivalent A C := by
  obtain ⟨U, hU, rfl⟩ := h
  obtain ⟨V, hV, rfl⟩ := h'
  refine ⟨U * V, mul_mem hU hV, ?_⟩
  rw [conjTranspose_mul]
  simp only [Matrix.mul_assoc]
```

The characteristic polynomial is unchanged, because
$$\det(X\mathbf 1-U^\dagger AU)=\det\big(U^\dagger(X\mathbf 1-A)U\big)=\det(X\mathbf 1-A).$$
The Lean proof uses the cyclic rule $\chi_{MN}=\chi_{NM}$ with $M=U^\dagger$ and $N=AU$, which gives $\chi_{U^\dagger AU}=\chi_{AUU^\dagger}=\chi_A$.

```lean
/-- The characteristic polynomial does not depend on the orthonormal basis. -/
theorem UnitarilyEquivalent.charpoly_eq {A B : Matrix n n ℂ} (h : UnitarilyEquivalent A B) :
    A.charpoly = B.charpoly := by
  obtain ⟨U, hU, rfl⟩ := h
  have h1 : U * Uᴴ = 1 := Matrix.mem_unitaryGroup_iff.mp hU
  rw [Matrix.mul_assoc, Matrix.charpoly_mul_comm, Matrix.mul_assoc, h1, Matrix.mul_one]
```

## From an observable to its list of levels

By the spectral theorem, a Hermitian $A$ has an orthonormal eigenbasis with real eigenvalues $E_i$. With the eigenvectors as the columns of $V$, $A=V\,\mathrm{diag}(E_i)\,V^\dagger$. This exhibits $\mathrm{diag}(E_i)\sim A$ through the unitary $V^\dagger$, and symmetry turns it round. Mathlib supplies the spectral theorem; the proof below puts it in the form of the definition.

```lean
/-- Every observable is diagonal, with real entries, in some orthonormal basis. -/
theorem exists_real_levels {A : Matrix n n ℂ} (hA : A.IsHermitian) :
    ∃ E : n → ℝ, UnitarilyEquivalent A (diagonal fun i => (E i : ℂ)) := by
  have h := hA.spectral_theorem
  rw [Unitary.conjStarAlgAut_apply] at h
  refine ⟨hA.eigenvalues, UnitarilyEquivalent.symm
    ⟨(hA.eigenvectorUnitary : Matrix n n ℂ)ᴴ, (star hA.eigenvectorUnitary).2, ?_⟩⟩
  rw [conjTranspose_conjTranspose]
  exact h
```

For a diagonal matrix, $X\mathbf 1-\mathrm{diag}(d_i)$ is again diagonal, so its determinant is
$$\chi_{\mathrm{diag}(d)}(X)=\prod_i(X-d_i).$$

```lean
/-- The characteristic polynomial of a diagonal matrix is the product of the factors `X - d i`
over its diagonal entries. -/
theorem charpoly_of_levels (d : n → ℂ) :
    (diagonal d).charpoly = ∏ i, (X - C (d i)) := by
  have h : charmatrix (diagonal d) = diagonal fun i => X - C (d i) := by
    ext1 i j
    by_cases hij : i = j
    · subst hij
      simp
    · simp [hij]
  rw [Matrix.charpoly, h, det_diagonal]
```

## Equal polynomials give equal degeneracies

Suppose $\prod_i(X-d_i)=\prod_i(X-e_i)$. The multiplicity of a number $c$ as a root is the number of labels carrying it, so for every $c$
$$\#\{i: e_i=c\}=\#\{i: d_i=c\}.$$
Choose a bijection from the first set to the second for each $c$. Every label lies in exactly one such set on each side, so together the bijections form a permutation $\sigma$ with $d_{\sigma(i)}=e_i$.

In the proof, `hroots` identifies the roots with the list of levels, `hcard` reads a degeneracy as a multiplicity, and `hfib` is the displayed equality. `Equiv.ofFiberEquiv` then joins the bijections.

```lean
/-- Two lists of levels with the same characteristic polynomial differ only by a relabelling
of the states. -/
theorem exists_relabelling {d e : n → ℂ}
    (h : (diagonal d).charpoly = (diagonal e).charpoly) :
    ∃ σ : Equiv.Perm n, ∀ i, d (σ i) = e i := by
  -- the levels, with repetitions, are the roots of the characteristic polynomial
  have hroots : ∀ f : n → ℂ,
      (diagonal f).charpoly.roots = Finset.univ.val.map f := by
    intro f
    have hf : ∏ i, (X - C (f i)) =
        ((Finset.univ.val.map f).map fun a => X - C a).prod := by
      rw [Multiset.map_map]
      rfl
    rw [charpoly_of_levels, hf, Polynomial.roots_multiset_prod_X_sub_C]
  -- the degeneracy of a level is its multiplicity as a root
  have hcard : ∀ (f : n → ℂ) (c : ℂ),
      Fintype.card {i // f i = c} = Multiset.count c (Finset.univ.val.map f) := by
    intro f c
    rw [Multiset.count_map, Fintype.card_subtype]
    change _ = (Finset.univ.filter fun i => c = f i).card
    congr 1
    ext i
    simp [eq_comm]
  have hfib : ∀ c, Fintype.card {i // e i = c} = Fintype.card {i // d i = c} := by
    intro c
    rw [hcard, hcard, ← hroots, ← hroots, h]
  exact ⟨Equiv.ofFiberEquiv fun c => Fintype.equivOfCardEq (hfib c),
    fun i => Equiv.ofFiberEquiv_map _ i⟩
```

Such a relabelling is a change of basis. Let $P_{ij}=\delta_{i,\sigma(j)}$. Then $(P^\dagger P)_{ij}=\delta_{\sigma(i),\sigma(j)}=\delta_{ij}$, so $P$ is unitary, and
$$(P^\dagger\,\mathrm{diag}(d)\,P)_{ij}=\sum_k\delta_{k,\sigma(i)}\,d_k\,\delta_{k,\sigma(j)}=d_{\sigma(i)}\,\delta_{ij}.$$
In Lean, $P$ is the identity matrix with its columns reindexed by `σ`.

```lean
/-- Relabelling the levels of a diagonal matrix is a change of orthonormal basis. -/
theorem relabelling_equivalent (d : n → ℂ) (σ : Equiv.Perm n) :
    UnitarilyEquivalent (diagonal d) (diagonal fun i => d (σ i)) := by
  have hP : ((1 : Matrix n n ℂ).submatrix id σ)ᴴ = (1 : Matrix n n ℂ).submatrix σ id := by
    rw [conjTranspose_submatrix, conjTranspose_one]
  refine ⟨(1 : Matrix n n ℂ).submatrix id σ, Matrix.mem_unitaryGroup_iff'.mpr ?_, ?_⟩
  · rw [Matrix.star_eq_conjTranspose, hP]
    ext i j
    simp [Matrix.mul_apply, Matrix.one_apply]
  · rw [hP]
    ext i j
    rw [Matrix.mul_apply]
    simp [Matrix.mul_diagonal, Matrix.one_apply, Matrix.diagonal_apply]
    by_cases hij : i = j
    · rw [hij]
    · simp only [if_neg hij]
```

## The spectrum with degeneracies as a complete invariant

The theorem takes two matrices over the same finite label set, with `hA` and `hB` stating that they are Hermitian. It says that $A\sim B$ if and only if $\chi_A=\chi_B$.

The forward direction is the invariance of $\chi$. Conversely, diagonalise both matrices, with levels $d_i$ and $e_i$. Their diagonal forms inherit the equality of characteristic polynomials, so a permutation matches the levels, and
$$A\sim\mathrm{diag}(d)\sim\mathrm{diag}(e)\sim B.$$

```lean
/-- Two observables are related by a change of orthonormal basis if and only if they have the
same characteristic polynomial. -/
theorem unitarilyEquivalent_iff_charpoly_eq {A B : Matrix n n ℂ}
    (hA : A.IsHermitian) (hB : B.IsHermitian) :
    UnitarilyEquivalent A B ↔ A.charpoly = B.charpoly := by
  refine ⟨fun h => h.charpoly_eq, fun h => ?_⟩
  obtain ⟨d, hd⟩ := exists_real_levels hA
  obtain ⟨e, he⟩ := exists_real_levels hB
  -- match the two lists of levels, then pass from A to B through the diagonal forms
  obtain ⟨σ, hσ⟩ := exists_relabelling (hd.charpoly_eq.symm.trans (h.trans he.charpoly_eq))
  have hde := relabelling_equivalent (fun i => (d i : ℂ)) σ
  rw [funext hσ] at hde
  exact (hd.trans hde).trans he.symm
```

For a single state, $A=(a)$ and $\chi_A=X-a$; a phase $U$ gives $U^*aU=a$, so both conditions say that the two numbers are equal.

For Hamiltonian matrices in finite orthonormal bases of equal size, agreement of all levels and degeneracies therefore fixes the matrix up to a unitary change of basis. The theorem treats one observable at a time, with no common $U$ for several observables, and does not cover infinite-dimensional operators or continuous spectra.

## Degeneracy and Hermiticity both matter

The levels $1,1,2$ and $1,2,2$ form the same set, $\{1,2\}$. Their characteristic polynomials, $(X-1)^2(X-2)$ and $(X-1)(X-2)^2$, take the values $-2$ and $-4$ at $X=0$, so the matrices are not equivalent.

```lean
/-- Degeneracies matter: the levels 1, 1, 2 and 1, 2, 2 give characteristic polynomials with the
same set of roots, but the two diagonal matrices are not unitarily equivalent. -/
theorem same_eigenvalues_not_equivalent :
    (∀ z : ℂ, (diagonal ![(1 : ℂ), 1, 2]).charpoly.IsRoot z ↔
      (diagonal ![(1 : ℂ), 2, 2]).charpoly.IsRoot z) ∧
    ¬ UnitarilyEquivalent (diagonal ![(1 : ℂ), 1, 2]) (diagonal ![(1 : ℂ), 2, 2]) := by
  constructor
  · intro z
    rw [charpoly_of_levels, charpoly_of_levels]
    simp [Fin.prod_univ_succ, Polynomial.IsRoot.def]
  · intro h
    -- compare the characteristic polynomials at zero
    have h0 := congrArg (Polynomial.eval 0) h.charpoly_eq
    rw [charpoly_of_levels, charpoly_of_levels] at h0
    norm_num [Fin.prod_univ_succ] at h0
```

Without Hermiticity, equal characteristic polynomials need not give unitary equivalence, even if only one of the matrices is not Hermitian. Both $0$ and
$$N=\begin{pmatrix}0&1\\0&0\end{pmatrix}$$
have characteristic polynomial $X^2$, since trace and determinant vanish. Yet $U^\dagger 0\,U=0\neq N$ for every $U$; the proof compares the upper right entries.

```lean
/-- Hermiticity matters: the zero matrix and a nonzero nilpotent matrix have the same
characteristic polynomial but are not unitarily equivalent. -/
theorem nilpotent_not_equivalent :
    (0 : Matrix (Fin 2) (Fin 2) ℂ).charpoly = (!![0, 1; 0, 0] : Matrix (Fin 2) (Fin 2) ℂ).charpoly ∧
    ¬ UnitarilyEquivalent (0 : Matrix (Fin 2) (Fin 2) ℂ) !![0, 1; 0, 0] := by
  constructor
  · simp [Matrix.charpoly_fin_two, Matrix.trace_fin_two, Matrix.det_fin_two]
  · rintro ⟨U, -, h⟩
    rw [Matrix.mul_zero, Matrix.zero_mul] at h
    have h01 := congrFun (congrFun h 0) 1
    simp at h01

end SpectrumCompleteInvariant
```

```lean
#print axioms SpectrumCompleteInvariant.unitarilyEquivalent_iff_charpoly_eq
-- 'SpectrumCompleteInvariant.unitarilyEquivalent_iff_charpoly_eq' depends on axioms: [propext, Classical.choice, Quot.sound]
#print axioms SpectrumCompleteInvariant.same_eigenvalues_not_equivalent
-- 'SpectrumCompleteInvariant.same_eigenvalues_not_equivalent' depends on axioms: [propext, Classical.choice, Quot.sound]
#print axioms SpectrumCompleteInvariant.nilpotent_not_equivalent
-- 'SpectrumCompleteInvariant.nilpotent_not_equivalent' depends on axioms: [propext, Classical.choice, Quot.sound]
```
